# A closed Baker–Campbell–Hausdorff formula for matrices with \([A,B]=sB\) and \(e^{-s}\neq 1\)

Let a raising operator act on a spin one-half through the exponential \(e^B\), and then an operator diagonal in \(S_z\) through \(e^A\). With \(\hbar=1\), take \(A=S_z+\tfrac12=\mathrm{diag}(1,0)\) and \(B=S_+\), whose only nonzero entry is a 1 in the upper right corner. Neither the two exponentials nor their product is unitary, so the product is a piece of operator algebra and not a time evolution of the spin. If the product \(e^Ae^B\) is replaced by \(e^{A+B}\), the upper right entry comes out as \(e-1\approx1.718\) instead of \(e\approx2.718\). Commutator corrections improve the coefficient of \(B\) in the exponent from 1 to 1.5 and then to 1.5833, but the series never terminates. Its sum here is \(1/(1-e^{-1})\approx1.5820\).

## From the ladder relation to one exponential

Let \(A\) and \(B\) be complex square matrices of the same finite size, and \(s\) a complex number, with

\[ [A,B]=AB-BA=sB . \]

The number \(s\) is the step of the ladder: if \(Av=av\), then \(A(Bv)=(a+s)Bv\). The claim is that, whenever \(e^{-s}\neq1\),

\[ e^Ae^B=\exp\!\Big(A+\frac{s}{1-e^{-s}}\,B\Big). \]

**Conjugation as a flow.** Let \(X\) be a fixed matrix and let \(Z(t)\) satisfy \(Z'(t)=[X,Z(t)]\). Then

\[ \frac{d}{dt}\big(e^{-tX}Ze^{tX}\big)=e^{-tX}\big(-XZ+[X,Z]+ZX\big)e^{tX}=0 . \]

Comparing \(t=1\) with \(t=0\) gives \(e^{-X}Z(1)e^{X}=Z(0)\), that is, \(e^XZ(0)e^{-X}=Z(1)\).

**Two conjugations.** For \(X=A\), take \(Z(t)=e^{st}B\). Its derivative is \(se^{st}B=[A,Z(t)]\), so

\[ e^ABe^{-A}=e^sB . \]

For \(X=uB\), with \(u\) any complex number, take \(Z(t)=A-tusB\). Since \([uB,Z(t)]=u[B,A]=-usB=Z'(t)\),

\[ e^{uB}Ae^{-uB}=A-usB . \]

**Exponentiating the shift.** Conjugation passes through the exponential, so

\[ e^{A-usB}=e^{uB}e^Ae^{-uB}. \]

The pair \((-A,B)\) obeys the ladder relation with \(-s\), hence \(e^{-A}Be^{A}=e^{-s}B\). Exponentiating \(u\) times this equation gives \(e^{uB}e^A=e^Ae^{ue^{-s}B}\). The two remaining exponentials of multiples of \(B\) commute and combine:

\[ e^{A-usB}=e^A\exp\!\big(u(e^{-s}-1)B\big). \]

**Choosing \(u\).** With \(u=-1/(1-e^{-s})\) the last factor is \(e^B\), and \(-us=s/(1-e^{-s})\). This is the claim.

## The limit \(s\to0\) and the failure at \(s=2\pi i\)

As \(s\to0\) the coefficient \(s/(1-e^{-s})=1+s/2+s^2/12-\cdots\) tends to 1. This agrees with the rule \(e^Ae^B=e^{A+B}\) for commuting matrices, which takes over at \(s=0\), where the quotient has no value.

At \(s=2\pi i\) the formula cannot be repaired. Take \(A=\mathrm{diag}(2\pi i,0)\) and \(B\) as in the spin example. Then \(e^A=1\) and \(e^B=1+B\), so the product is \(1+B\). For every \(c\), however, \(A+cB\) has the distinct eigenvalues \(2\pi i\) and 0, so it is diagonalisable and \(e^{A+cB}=1\). The ladder relation alone is therefore not enough for a formula of this shape.

The same happens whenever \(s\neq0\), \(e^{-s}=1\) and \(B\neq0\). Setting \(u=-c/s\) in the exponentiated shift gives \(e^{A+cB}=e^A\) for every \(c\). If this were equal to \(e^Ae^B\), then \(e^B=1\), and conjugating \(A\) with \(e^B\) would give \(A=A-sB\), so \(sB=0\), a contradiction.

## Matrices and entrywise derivatives in Lean

Operators become elements of `Matrix n n ℂ`, where `n` is any finite index type. The parameters \(s\), \(u\) and \(t\) are complex, and factors such as \(-it/\hbar\) are absorbed into the matrices. No Hermiticity is assumed.

```lean
import Mathlib

open NormedSpace (exp)

namespace ClosedFormBCH

variable {n : Type*} [Fintype n]
```

A matrix function is differentiated entry by entry, so the definition requires no choice of matrix norm.

```lean
/-- The matrix-valued function `F` of a complex parameter has derivative `F'` at `t`,
entry by entry. -/
def HasMatrixDeriv (F : ℂ → Matrix n n ℂ) (F' : Matrix n n ℂ) (t : ℂ) : Prop :=
  ∀ i j, HasDerivAt (fun τ => F τ i j) (F' i j) t
```

The product rule reduces to the scalar rule for each term of the sum over the intermediate index `k`. The factors keep their order.

```lean
/-- The product rule for matrix-valued functions, with the order of the factors kept. -/
theorem HasMatrixDeriv.mul {F G : ℂ → Matrix n n ℂ} {F' G' : Matrix n n ℂ} {t : ℂ}
    (hF : HasMatrixDeriv F F' t) (hG : HasMatrixDeriv G G' t) :
    HasMatrixDeriv (fun τ => F τ * G τ) (F' * G t + F t * G') t := by
  intro i j
  simp only [Matrix.mul_apply, Matrix.add_apply, ← Finset.sum_add_distrib]
  exact HasDerivAt.fun_sum fun k _ => (hF i k).fun_mul (hG k j)
```

For the exponential, a norm is introduced inside the proof, where Mathlib's derivative of \(e^{tX}\) is available. Each entry is a continuous linear functional of the matrix, and the chain rule carries the derivative over to it.

```lean
variable [DecidableEq n]

/-- For a fixed matrix `X`, the function `exp(tX)` of the complex parameter `t` has derivative
`exp(tX) X`, entry by entry. -/
theorem hasMatrixDeriv_exp (X : Matrix n n ℂ) (t : ℂ) :
    HasMatrixDeriv (fun τ : ℂ => exp (τ • X)) (exp (t • X) * X) t := by
  intro i j
  -- any algebra norm on matrices will do; each entry is a continuous linear functional
  let : NormedRing (Matrix n n ℂ) := Matrix.linftyOpNormedRing
  let : NormedAlgebra ℂ (Matrix n n ℂ) := Matrix.linftyOpNormedAlgebra
  have h := hasDerivAt_exp_smul_const X t
  exact (LinearMap.toContinuousLinearMap
    (Matrix.entryLinearMap ℂ ℂ i j)).hasFDerivAt.comp_hasDerivAt t h
```

The inverse of \(e^X\) is \(e^{-X}\), because \(X\) and \(-X\) commute.

```lean
/-- The exponentials of `X` and `-X` are inverse to each other. -/
theorem exp_mul_exp_neg (X : Matrix n n ℂ) : exp X * exp (-X) = 1 := by
  rw [← Matrix.exp_add_of_commute _ _ (Commute.refl X).neg_right, add_neg_cancel,
    NormedSpace.exp_zero]
```

## The flow lemma and the two conjugations

The equation \(Z'=[X,Z]\) is the Heisenberg equation of motion when \(X=iH/\hbar\), with \(H\) the Hamiltonian; here \(X\) may be any matrix. In the proof, `h1` is the product rule applied to \(e^{-tX}Ze^{tX}\), `hc` commutes \(X\) past its own exponential, and `hk` is the cancellation in the bracket above. A function with zero derivative is constant, which is applied to each entry to give `hconst`.

```lean
/-- If `Z(t)` obeys the Heisenberg-type equation `Z' = [X, Z]` for all complex `t`, then
conjugation with `exp(X)` carries `Z(0)` to `Z(1)`. -/
theorem heisenberg_flow {X : Matrix n n ℂ} {Z : ℂ → Matrix n n ℂ}
    (hZ : ∀ t, HasMatrixDeriv Z (X * Z t - Z t * X) t) :
    exp X * Z 0 * exp (-X) = Z 1 := by
  -- in the co-moving frame nothing changes
  have hd : ∀ t, HasMatrixDeriv (fun τ => exp (τ • -X) * Z τ * exp (τ • X)) 0 t := by
    intro t
    have h1 : HasMatrixDeriv (fun τ => exp (τ • -X) * Z τ * exp (τ • X))
        ((exp (t • -X) * -X * Z t + exp (t • -X) * (X * Z t - Z t * X)) * exp (t • X)
          + exp (t • -X) * Z t * (exp (t • X) * X)) t :=
      ((hasMatrixDeriv_exp (-X) t).mul (hZ t)).mul (hasMatrixDeriv_exp X t)
    have hc : exp (t • X) * X = X * exp (t • X) :=
      (((Commute.refl X).smul_right t).exp_right).eq.symm
    have hk : ∀ P Q W : Matrix n n ℂ,
        (P * -X * W + P * (X * W - W * X)) * Q + P * W * (X * Q) = 0 := by
      intro P Q W
      noncomm_ring
    rwa [hc, hk] at h1
  have hconst : exp (-X) * Z 1 * exp X = Z 0 := by
    ext i j
    have h2 := is_const_of_deriv_eq_zero (fun t => (hd t i j).differentiableAt)
      (fun t => (hd t i j).deriv) 1 0
    simpa only [one_smul, zero_smul, NormedSpace.exp_zero, one_mul, mul_one] using h2
  calc exp X * Z 0 * exp (-X)
      = (exp X * exp (-X)) * Z 1 * (exp X * exp (-X)) := by
        rw [← hconst]
        simp only [mul_assoc]
    _ = Z 1 := by rw [exp_mul_exp_neg, one_mul, mul_one]
```

The next theorem states \(e^ABe^{-A}=e^sB\). Its `hflow` checks that \(e^{st}B\) solves the flow equation, and the ladder relation `h` enters there.

```lean
/-- If `[A, B] = sB`, conjugation with `exp(A)` multiplies `B` by the number `exp(s)`. -/
theorem conj_ladder {A B : Matrix n n ℂ} {s : ℂ} (h : A * B - B * A = s • B) :
    exp A * B * exp (-A) = Complex.exp s • B := by
  have hflow : ∀ t, HasMatrixDeriv (fun τ => Complex.exp (s * τ) • B)
      (A * (Complex.exp (s * t) • B) - (Complex.exp (s * t) • B) * A) t := by
    intro t i j
    have hd : HasDerivAt (fun τ => Complex.exp (s * τ)) (Complex.exp (s * t) * s) t := by
      simpa using ((hasDerivAt_id' t).const_mul s).cexp
    rw [mul_smul_comm, smul_mul_assoc, ← smul_sub, h, smul_smul]
    simpa only [Matrix.smul_apply, smul_eq_mul] using hd.mul_const (B i j)
  have h1 := heisenberg_flow hflow
  simpa only [mul_zero, mul_one, Complex.exp_zero, one_smul] using h1
```

The shift of \(A\) follows in the same way from the linear function \(A-tusB\). The commutator is computed in `hZ`, after `hAB` has rewritten \(AB\) as \(sB+BA\).

```lean
/-- If `[A, B] = sB`, conjugation with `exp(uB)` shifts `A` by `-usB`. -/
theorem conj_shift {A B : Matrix n n ℂ} {s : ℂ} (h : A * B - B * A = s • B) (u : ℂ) :
    exp (u • B) * A * exp (-(u • B)) = A - (u * s) • B := by
  have hAB : A * B = s • B + B * A := sub_eq_iff_eq_add.mp h
  have hflow : ∀ t, HasMatrixDeriv (fun τ => A - (τ * (u * s)) • B)
      ((u • B) * (A - (t * (u * s)) • B) - (A - (t * (u * s)) • B) * (u • B)) t := by
    intro t i j
    have hZ : (u • B) * (A - (t * (u * s)) • B) - (A - (t * (u * s)) • B) * (u • B)
        = -((u * s) • B) := by
      simp only [mul_sub, sub_mul, smul_mul_assoc, mul_smul_comm, hAB]
      module
    rw [hZ]
    have hd := (((hasDerivAt_id' t).mul_const (u * s)).mul_const (B i j)).const_sub (A i j)
    simpa only [Matrix.sub_apply, Matrix.neg_apply, Matrix.smul_apply, smul_eq_mul,
      one_mul] using hd
  have h1 := heisenberg_flow hflow
  simpa only [zero_mul, zero_smul, sub_zero, one_mul] using h1
```

## The exponentiated shift and the closed formula

The identity for arbitrary \(u\) places no condition on \(s\). Here `hconj` passes conjugation through the exponential, `h3` is the first conjugation for the pair \((-A,B)\), and `hmove` brings \(e^{uB}\) to the right of \(e^A\). The last rewriting combines the two commuting exponentials, with `hsum` adding their exponents.

```lean
/-- If `[A, B] = sB`, then `exp(A - usB) = exp(A) exp(u(exp(-s) - 1)B)` for every complex
number `u`. -/
theorem exp_sub_smul {A B : Matrix n n ℂ} {s : ℂ} (h : A * B - B * A = s • B) (u : ℂ) :
    exp (A - (u * s) • B) = exp A * exp ((u * (Complex.exp (-s) - 1)) • B) := by
  have hconj : ∀ X M : Matrix n n ℂ,
      exp (exp X * M * exp (-X)) = exp X * exp M * exp (-X) := by
    intro X M
    rw [Matrix.exp_neg]
    exact Matrix.exp_conj _ _ (Matrix.isUnit_exp X)
  have hneg : (-A) * B - B * (-A) = (-s) • B := by
    rw [neg_smul, ← h]
    noncomm_ring
  have h3 : exp (-A) * (u • B) * exp (-(-A)) = (u * Complex.exp (-s)) • B := by
    rw [mul_smul_comm, smul_mul_assoc, conj_ladder hneg, smul_smul]
  -- moving `exp(uB)` to the right through `exp(A)` rescales its exponent
  have hmove : exp (u • B) * exp A = exp A * exp ((u * Complex.exp (-s)) • B) := by
    rw [← h3, hconj, neg_neg, ← mul_assoc, ← mul_assoc, exp_mul_exp_neg, one_mul]
  have hcomm : Commute ((u * Complex.exp (-s)) • B) (-(u • B)) :=
    (((Commute.refl B).smul_left _).smul_right _).neg_right
  have hsum : (u * Complex.exp (-s)) • B + -(u • B)
      = (u * (Complex.exp (-s) - 1)) • B := by
    module
  rw [← conj_shift h u, hconj, hmove, mul_assoc, ← Matrix.exp_add_of_commute _ _ hcomm,
    hsum]
```

The main theorem reads: if \(AB-BA=sB\) and \(e^{-s}\neq1\), then \(e^Ae^B\) equals the exponential of \(A+\frac{s}{1-e^{-s}}B\). The proof inserts the chosen \(u\) to obtain `key`; `h1` and `h2` evaluate the two coefficients.

```lean
/-- Closed Baker-Campbell-Hausdorff formula: if `[A, B] = sB` and `exp(-s) ≠ 1`, then
`exp(A) exp(B) = exp(A + s/(1 - exp(-s)) B)`. -/
theorem exp_mul_exp_closed_form {A B : Matrix n n ℂ} {s : ℂ}
    (h : A * B - B * A = s • B) (hs : Complex.exp (-s) ≠ 1) :
    exp A * exp B = exp (A + (s / (1 - Complex.exp (-s))) • B) := by
  have hd : 1 - Complex.exp (-s) ≠ 0 := sub_ne_zero.mpr (Ne.symm hs)
  -- the value of `u` for which the right-hand factor is exactly `exp(B)`
  have key := exp_sub_smul h (-1 / (1 - Complex.exp (-s)))
  have h1 : -1 / (1 - Complex.exp (-s)) * (Complex.exp (-s) - 1) = 1 := by
    rw [div_mul_eq_mul_div, div_eq_one_iff_eq hd]
    ring
  have h2 : -1 / (1 - Complex.exp (-s)) * s = -(s / (1 - Complex.exp (-s))) := by
    ring
  rw [h1, h2, one_smul, neg_smul, sub_neg_eq_add] at key
  exact key.symm
```

This settles one family of commutation relations and leaves the general Baker–Campbell–Hausdorff series for arbitrary \(A\) and \(B\) aside. No series in nested commutators is summed, so no smallness of \(s\), \(A\) or \(B\) is required. For \(1\times1\) matrices the commutator vanishes, the hypotheses force \(B=0\), and the formula reduces to \(e^A=e^A\).

For a finite spin, the formula merges an exponential of \(S_z\) and one of \(S_+\) into a single exponential or, read backwards, disentangles the latter. The full harmonic oscillator has the same relation \([N,a^\dagger]=a^\dagger\) between its number operator \(N\) and creation operator \(a^\dagger\), but these are unbounded, and the passage from finite matrices to them needs a separate argument about domains.

## No coefficient at a nonzero resonance

The word "resonance" in the theorem's name means \(e^{-s}=1\) with \(s\neq0\); no driving frequency is involved. For a spin with \(A=2\pi iS_z\), it corresponds to a full turn about the \(z\) axis, which leaves \(S_+\) unchanged under conjugation.

The theorem excludes every complex coefficient \(c\) when \(B\neq0\). In its proof `hres` is \(e^{A+cB}=e^A\), `hB1` is the consequence \(e^B=1\) of the supposed equality, and `hshift` turns this into \(A=A-sB\).

```lean
/-- If `[A, B] = sB` with `B ≠ 0`, `s ≠ 0` and `exp(-s) = 1`, then `exp(A) exp(B)` differs
from `exp(A + cB)` for every complex number `c`. -/
theorem no_closed_form_at_resonance {A B : Matrix n n ℂ} {s : ℂ}
    (h : A * B - B * A = s • B) (hB : B ≠ 0) (hs0 : s ≠ 0)
    (hs : Complex.exp (-s) = 1) (c : ℂ) :
    exp A * exp B ≠ exp (A + c • B) := by
  intro heq
  -- at resonance the exponential does not notice the admixture of `B`
  have hres := exp_sub_smul h (-c / s)
  rw [hs, sub_self, mul_zero, zero_smul, NormedSpace.exp_zero, mul_one,
    div_mul_cancel₀ _ hs0, neg_smul, sub_neg_eq_add] at hres
  rw [hres] at heq
  have hA : exp (-A) * exp A = 1 := by
    have h0 := exp_mul_exp_neg (-A)
    rwa [neg_neg] at h0
  have hB1 : exp B = 1 := by
    calc exp B = exp (-A) * (exp A * exp B) := by rw [← mul_assoc, hA, one_mul]
      _ = 1 := by rw [heq, hA]
  have hB2 : exp (-B) = 1 := by
    have h0 := exp_mul_exp_neg B
    rwa [hB1, one_mul] at h0
  -- but `exp(B)` shifts `A` by `-sB`, so it cannot be the identity
  have hshift := conj_shift h 1
  rw [one_smul, hB1, hB2, one_mul, mul_one, one_mul] at hshift
  exact smul_ne_zero hs0 hB (sub_eq_self.mp hshift.symm)
```

The final theorem supplies a concrete pair for both cases. The matrices \(\mathrm{diag}(s,0)\) and \(B\) from the spin example satisfy the ladder relation for every \(s\), with \(s=1\) meeting the condition of the closed formula and \(s=2\pi i\) that of the resonance. The matrix identity is checked entry by entry, and \(e^{-1}\neq1\) follows by comparing absolute values.

```lean
/-- The matrices `A = diag(s, 0)` and `B` with a single entry 1 in the upper right corner
satisfy `[A, B] = sB` for every `s`, and `B ≠ 0`; moreover `exp(-s) ≠ 1` for `s = 1` and
`exp(-s) = 1` for `s = 2πi`. -/
theorem ladder_relation_witness :
    (∀ s : ℂ, !![s, 0; 0, 0] * !![0, 1; 0, 0] - !![0, 1; 0, 0] * !![s, 0; 0, 0]
      = s • (!![0, 1; 0, 0] : Matrix (Fin 2) (Fin 2) ℂ)) ∧
    (!![0, 1; 0, 0] : Matrix (Fin 2) (Fin 2) ℂ) ≠ 0 ∧
    Complex.exp (-1) ≠ 1 ∧ Complex.exp (-(2 * Real.pi * Complex.I)) = 1 := by
  refine ⟨fun s => ?_, fun h => ?_, fun h => ?_, ?_⟩
  · ext i j
    fin_cases i <;> fin_cases j <;> simp
  · have h01 := congrFun (congrFun h 0) 1
    simp at h01
  · have hn := congrArg norm h
    rw [Complex.norm_exp] at hn
    simp at hn
  · rw [Complex.exp_neg, Complex.exp_two_pi_mul_I, inv_one]

end ClosedFormBCH
```

```lean
#print axioms ClosedFormBCH.exp_mul_exp_closed_form
-- 'ClosedFormBCH.exp_mul_exp_closed_form' depends on axioms: [propext, Classical.choice, Quot.sound]
#print axioms ClosedFormBCH.no_closed_form_at_resonance
-- 'ClosedFormBCH.no_closed_form_at_resonance' depends on axioms: [propext, Classical.choice, Quot.sound]
```
